# A pointwise density bound in a one-dimensional box: $n(x)\le\sqrt{2NT}$

## Orbitals, occupations and units

Let $\varphi_i$ be finitely many complex orbitals on an interval $[a,b]$. Each is continuously differentiable, vanishes at both ends and is normalised, $\int_a^b|\varphi_i|^2\,dx=1$. Each carries an occupation number $f_i\ge 0$. In atomic units, with $\hbar=m=1$, define

$$n(x)=\sum_i f_i|\varphi_i(x)|^2,\qquad N=\sum_i f_i,\qquad T=\frac12\int_a^b\sum_i f_i|\varphi_i'(x)|^2\,dx .$$

These are the density, the particle number and the kinetic energy of the one-particle density matrix $\gamma(x,y)=\sum_i f_i\,\varphi_i(x)\overline{\varphi_i(y)}$. The vanishing boundary values stand for impenetrable walls. The orbitals need not be orthogonal, and the occupations have no upper limit.

## Kinetic energy limits the height of the density

A density that is high at one point must fall to zero at both walls, and the slopes this requires cost kinetic energy. The quantitative form is

$$n(x)\le\sqrt{2NT}\qquad\text{for every }x\in[a,b].$$

For one-dimensional models with finitely many orbitals, this limits how far electronic density can pile up at a point when $N$ and $T$ are known. Only $\gamma$ enters, so the orbitals may be the natural orbitals of an interacting state, provided that finitely many of them are occupied and they satisfy the conditions above.

## One orbital: integrating from both walls

The slope of the probability density is $(|\varphi|^2)'=2\,\mathrm{Re}(\overline{\varphi}\varphi')$. For any real $s$,

$$0\le|s\varphi-\varphi'|^2=s^2|\varphi|^2-2s\,\mathrm{Re}(\overline{\varphi}\varphi')+|\varphi'|^2,$$

and therefore $s\,(|\varphi|^2)'\le s^2|\varphi|^2+|\varphi'|^2$.

Fix a real $t$ and a point $x$. Integrate with $s=t$ from $a$ to $x$, and with $s=-t$ from $x$ to $b$. Since $\varphi(a)=\varphi(b)=0$, both left-hand sides equal $t|\varphi(x)|^2$:

$$t|\varphi(x)|^2\le\int_a^x\!\left(t^2|\varphi|^2+|\varphi'|^2\right)dy,\qquad t|\varphi(x)|^2\le\int_x^b\!\left(t^2|\varphi|^2+|\varphi'|^2\right)dy .$$

Adding the two and using normalisation gives

$$2t|\varphi(x)|^2\le t^2+\int_a^b|\varphi'|^2\,dy .$$

## Many orbitals: the energy in a point well

Set $t=g$, multiply the inequality for $\varphi_i$ by $f_i\ge0$ and sum. The result is $2g\,n(x)\le g^2N+2T$, or

$$T-g\,n(x)\ge-\frac{g^2}{2}N .$$

For $g>0$ the left side is the kinetic energy plus the potential energy of the particles in an attractive point well $-g\,\delta(y-x)$ placed at $x$. The right side is $N$ times $-g^2/2$, the bound-state energy of that well on the full line for $g>0$.

The inequality holds for every real $g$, so the quadratic $Ng^2-2n(x)g+2T$ is never negative. Its discriminant is then at most zero:

$$4n(x)^2-8NT\le0 .$$

Taking the square root gives the density bound. If $N=0$, all occupations vanish and both sides of the bound are zero.

## A confinement estimate from the same inequality

Let $L=b-a>0$ and choose $g=1/L$. Then $n(x)/L\le T+N/(2L^2)$ at every point. Integrating over the box, where $\int_a^b n\,dx=N$, gives

$$\frac NL\le LT+\frac{N}{2L},$$

and multiplication by $L$ yields $N\le2L^2T$. Thus the kinetic energy per particle is at least $1/(2L^2)$. The constant is not the best one: the exact ground-state energy of the box is $\pi^2/(2L^2)$.

## One particle: how sharp the bound is

For the ground state $\varphi(x)=\sqrt{2/L}\,\sin(\pi(x-a)/L)$, the maximum density is $2/L$, while $\sqrt{2T}=\pi/L$. The bound holds with room to spare.

An orbital much narrower than the box can come close to equality, whatever the length of the box. On the full line, $\sqrt{\kappa}\,e^{-\kappa|x|}$ with $\kappa>0$ is normalised, has density $\kappa$ at the origin and kinetic energy $\kappa^2/2$, so $\sqrt{2T}=\kappa$ as well. Centre this orbital in the box, with $1/\kappa$ much smaller than $L$. Rounding the cusp slightly, cutting off the tails smoothly before the walls and normalising again gives an admissible orbital. For large enough $\kappa$, its ratio of peak density to $\sqrt{2T}$ can be made as close to 1 as desired.

## The statements in Lean

The predicate `IsBoxOrbital a b φ φ'` collects the conditions on one orbital. The function `φ'` is supplied separately. It must be the derivative of `φ` in the open interval and continuous on the closed one, so no derivative is required from outside the box. The field `normalised` fixes the integral of $|\varphi|^2$ to 1.

The definitions `density` and `kineticEnergy` are $n$ and $T$, and the sum `∑ i, f i` is $N$, which need not be an integer. The finite type `ι` labels the orbitals. The theorem `density_le_sqrt` assumes `0 ≤ f i` for all `i`, the orbital conditions, and `x ∈ Icc a b`, meaning $x\in[a,b]$. Its conclusion is the density bound.

In `real_density_le_sqrt` the orbitals are real, every occupation is 1, and the labels run over `Fin N`, that is, $i=0,\dots,N-1$. The conditions are written out one by one, and the conclusion is $\sum_i\varphi_i(x)^2\le\sqrt{2NT}$ with $T=\frac12\int_a^b\sum_i(\varphi_i')^2\,dy$. The theorem `confinement_bound` is the estimate $N\le2(b-a)^2T$.

The statements concern one dimension, hard walls and finitely many orbitals. Periodic boundary conditions are not covered; there a constant orbital has positive density and no kinetic energy, so the inequality fails.

## What orthonormal orbitals would change

The orbitals could also have been required to be orthonormal, with $f_i\le1$, as for fermions of a single spin. The point well has only one bound state, which can then hold at most one particle, so for $g>0$ the left side of the point-well inequality is at least $-g^2/2$, which improves on $-g^2N/2$ when $N>1$. The density bound becomes $n(x)\le\sqrt{2T}$, without the factor $N$. This version, stronger when $N>1$, is not proved in the file below; the argument sketched here uses the spectrum of the point well. The weaker hypotheses used here also admit bosons, all of which may occupy the same orbital.

## The complete file

```lean
import Mathlib

open Set MeasureTheory

namespace DensityKineticBound

noncomputable section

variable {ι : Type*} [Fintype ι] {a b : ℝ}

/-- A normalised, continuously differentiable complex orbital `φ` on `[a, b]` with derivative `φ'`,
vanishing at both ends. -/
structure IsBoxOrbital (a b : ℝ) (φ φ' : ℝ → ℂ) : Prop where
  cont : ContinuousOn φ (Icc a b)
  deriv : ∀ x ∈ Ioo a b, HasDerivAt φ (φ' x) x
  cont_deriv : ContinuousOn φ' (Icc a b)
  left : φ a = 0
  right : φ b = 0
  normalised : ∫ x in a..b, ‖φ x‖ ^ 2 = 1

/-- The particle density of orbitals `φ i` with occupation numbers `f i`. -/
def density (f : ι → ℝ) (φ : ι → ℝ → ℂ) (x : ℝ) : ℝ :=
  ∑ i, f i * ‖φ i x‖ ^ 2

/-- The kinetic energy on `[a, b]`, in atomic units, of orbitals with derivatives `φ' i` and
occupation numbers `f i`. -/
def kineticEnergy (a b : ℝ) (f : ι → ℝ) (φ' : ι → ℝ → ℂ) : ℝ :=
  1 / 2 * ∫ x in a..b, ∑ i, f i * ‖φ' i x‖ ^ 2

/-- The integral of an occupation-weighted sum of continuous functions is the weighted sum of
their integrals. -/
theorem integral_weighted_sum (hab : a ≤ b) (f : ι → ℝ) (u : ι → ℝ → ℝ)
    (hu : ∀ i, ContinuousOn (u i) (Icc a b)) :
    ∫ x in a..b, ∑ i, f i * u i x = ∑ i, f i * ∫ x in a..b, u i x := by
  have hi : ∀ i ∈ (Finset.univ : Finset ι),
      IntervalIntegrable (fun x => f i * u i x) volume a b := fun i _ =>
    (continuousOn_const.mul (hu i)).intervalIntegrable_of_Icc hab
  rw [intervalIntegral.integral_finsetSum hi]
  simp only [intervalIntegral.integral_const_mul]

/-- For one orbital and any real `t`, the probability density at a point of the box obeys `2 t
|φ(x)|² ≤ t² + ∫ |φ'|²`. -/
theorem orbital_bound {φ φ' : ℝ → ℂ} (h : IsBoxOrbital a b φ φ') (t : ℝ) {x : ℝ}
    (hx : x ∈ Icc a b) :
    2 * t * ‖φ x‖ ^ 2 ≤ t ^ 2 + ∫ y in a..b, ‖φ' y‖ ^ 2 := by
  obtain ⟨hax, hxb⟩ := hx
  have hab : a ≤ b := hax.trans hxb
  have s1 : Icc a x ⊆ Icc a b := Icc_subset_Icc le_rfl hxb
  have s2 : Icc x b ⊆ Icc a b := Icc_subset_Icc hax le_rfl
  have hin : ContinuousOn (fun y => inner ℝ (φ y) (φ' y)) (Icc a b) := by
    first
      | exact h.cont.inner ℝ h.cont_deriv
      | exact h.cont.inner h.cont_deriv
  have hg : ContinuousOn (fun y => 2 * inner ℝ (φ y) (φ' y)) (Icc a b) :=
    continuousOn_const.mul hin
  have hn : ContinuousOn (fun y => ‖φ y‖ ^ 2) (Icc a b) := h.cont.norm.pow 2
  have hn' : ContinuousOn (fun y => ‖φ' y‖ ^ 2) (Icc a b) := h.cont_deriv.norm.pow 2
  have hw : ContinuousOn (fun y => t ^ 2 * ‖φ y‖ ^ 2 + ‖φ' y‖ ^ 2) (Icc a b) :=
    (continuousOn_const.mul hn).add hn'
  -- the density at `x` is reached by integrating its slope from either wall
  have e1 : ∫ y in a..x, 2 * inner ℝ (φ y) (φ' y) = ‖φ x‖ ^ 2 - ‖φ a‖ ^ 2 :=
    intervalIntegral.integral_eq_sub_of_hasDerivAt_of_le (f := fun y => ‖φ y‖ ^ 2) hax
      (hn.mono s1) (fun y hy => (h.deriv y ⟨hy.1, hy.2.trans_le hxb⟩).norm_sq)
      ((hg.mono s1).intervalIntegrable_of_Icc hax)
  have e2 : ∫ y in x..b, 2 * inner ℝ (φ y) (φ' y) = ‖φ b‖ ^ 2 - ‖φ x‖ ^ 2 :=
    intervalIntegral.integral_eq_sub_of_hasDerivAt_of_le (f := fun y => ‖φ y‖ ^ 2) hxb
      (hn.mono s2) (fun y hy => (h.deriv y ⟨hax.trans_lt hy.1, hy.2⟩).norm_sq)
      ((hg.mono s2).intervalIntegrable_of_Icc hxb)
  -- completing the square bounds the slope pointwise, for either sign of `s`
  have p : ∀ s y : ℝ, s * (2 * inner ℝ (φ y) (φ' y)) ≤ s ^ 2 * ‖φ y‖ ^ 2 + ‖φ' y‖ ^ 2 := by
    intro s y
    have h0 := sq_nonneg ‖s • φ y - φ' y‖
    rw [norm_sub_sq_real, norm_smul, mul_pow, Real.norm_eq_abs, sq_abs,
      real_inner_smul_left] at h0
    linarith
  have w1 := (hw.mono s1).intervalIntegrable_of_Icc (μ := volume) hax
  have w2 := (hw.mono s2).intervalIntegrable_of_Icc (μ := volume) hxb
  have m1 : ∫ y in a..x, t * (2 * inner ℝ (φ y) (φ' y)) ≤
      ∫ y in a..x, (t ^ 2 * ‖φ y‖ ^ 2 + ‖φ' y‖ ^ 2) :=
    intervalIntegral.integral_mono_on hax
      ((continuousOn_const.mul (hg.mono s1)).intervalIntegrable_of_Icc hax) w1
      (fun y _ => p t y)
  have m2 : ∫ y in x..b, (-t) * (2 * inner ℝ (φ y) (φ' y)) ≤
      ∫ y in x..b, (t ^ 2 * ‖φ y‖ ^ 2 + ‖φ' y‖ ^ 2) :=
    intervalIntegral.integral_mono_on hxb
      ((continuousOn_const.mul (hg.mono s2)).intervalIntegrable_of_Icc hxb) w2
      (fun y _ => by have := p (-t) y; rwa [neg_sq] at this)
  rw [intervalIntegral.integral_const_mul, e1, h.left, norm_zero] at m1
  rw [intervalIntegral.integral_const_mul, e2, h.right, norm_zero] at m2
  have hsplit := intervalIntegral.integral_add_adjacent_intervals w1 w2
  have htot : ∫ y in a..b, (t ^ 2 * ‖φ y‖ ^ 2 + ‖φ' y‖ ^ 2) =
      t ^ 2 + ∫ y in a..b, ‖φ' y‖ ^ 2 := by
    have i1 : IntervalIntegrable (fun y => t ^ 2 * ‖φ y‖ ^ 2) volume a b :=
      (continuousOn_const.mul hn).intervalIntegrable_of_Icc hab
    have i2 : IntervalIntegrable (fun y => ‖φ' y‖ ^ 2) volume a b :=
      hn'.intervalIntegrable_of_Icc hab
    rw [intervalIntegral.integral_add i1 i2, intervalIntegral.integral_const_mul,
      h.normalised, mul_one]
  linarith

/-- The kinetic energy minus `g` times the density at a point of the box is at least
`-g²/2` times the particle number. -/
theorem point_well_energy_bound {f : ι → ℝ} {φ φ' : ι → ℝ → ℂ} (hf : ∀ i, 0 ≤ f i)
    (h : ∀ i, IsBoxOrbital a b (φ i) (φ' i)) (g : ℝ) {x : ℝ} (hx : x ∈ Icc a b) :
    -(g ^ 2 / 2) * ∑ i, f i ≤ kineticEnergy a b f φ' - g * density f φ x := by
  have k : ∫ y in a..b, ∑ i, f i * ‖φ' i y‖ ^ 2 = ∑ i, f i * ∫ y in a..b, ‖φ' i y‖ ^ 2 :=
    integral_weighted_sum (hx.1.trans hx.2) f (fun i y => ‖φ' i y‖ ^ 2)
      (fun i => (h i).cont_deriv.norm.pow 2)
  have hT : 2 * kineticEnergy a b f φ' = ∑ i, f i * ∫ y in a..b, ‖φ' i y‖ ^ 2 := by
    rw [← k, kineticEnergy]
    ring
  -- weight the one-orbital bounds by the occupations and add them
  have s : ∑ i, f i * (2 * g * ‖φ i x‖ ^ 2) ≤
      ∑ i, f i * (g ^ 2 + ∫ y in a..b, ‖φ' i y‖ ^ 2) :=
    Finset.sum_le_sum fun i _ => mul_le_mul_of_nonneg_left (orbital_bound (h i) g hx) (hf i)
  have e1 : ∑ i, f i * (2 * g * ‖φ i x‖ ^ 2) = 2 * g * density f φ x := by
    rw [density, Finset.mul_sum]
    exact Finset.sum_congr rfl fun i _ => by ring
  have e2 : ∑ i, f i * (g ^ 2 + ∫ y in a..b, ‖φ' i y‖ ^ 2) =
      g ^ 2 * ∑ i, f i + 2 * kineticEnergy a b f φ' := by
    rw [hT, Finset.mul_sum, ← Finset.sum_add_distrib]
    exact Finset.sum_congr rfl fun i _ => by ring
  rw [e1, e2] at s
  linarith

/-- At every point of the box the density is at most `√(2 N T)`, with `N` the sum of the
occupation numbers and `T` the kinetic energy. -/
theorem density_le_sqrt {f : ι → ℝ} {φ φ' : ι → ℝ → ℂ} (hf : ∀ i, 0 ≤ f i)
    (h : ∀ i, IsBoxOrbital a b (φ i) (φ' i)) {x : ℝ} (hx : x ∈ Icc a b) :
    density f φ x ≤ √(2 * (∑ i, f i) * kineticEnergy a b f φ') := by
  -- a quadratic in the well strength that is never negative has no positive discriminant
  have hd : discrim (∑ i, f i) (-2 * density f φ x) (2 * kineticEnergy a b f φ') ≤ 0 :=
    discrim_le_zero fun g => by
      have := point_well_energy_bound hf h g hx
      linarith
  rw [discrim] at hd
  exact (le_abs_self _).trans (Real.abs_le_sqrt (by linarith))

/-- For `N` real, continuously differentiable, normalised orbitals vanishing at both ends of `[a,
b]`, the density `∑ φ_i(x)²` at a point `x` of `[a, b]` is at most `√(2 N T)`, with `T` half the
integral of `∑ (φ_i')²`. -/
theorem real_density_le_sqrt {N : ℕ} {φ φ' : Fin N → ℝ → ℝ}
    (hc : ∀ i, ContinuousOn (φ i) (Icc a b))
    (hd : ∀ i, ∀ x ∈ Ioo a b, HasDerivAt (φ i) (φ' i x) x)
    (hc' : ∀ i, ContinuousOn (φ' i) (Icc a b))
    (ha : ∀ i, φ i a = 0) (hb : ∀ i, φ i b = 0)
    (hn : ∀ i, ∫ x in a..b, φ i x ^ 2 = 1) {x : ℝ} (hx : x ∈ Icc a b) :
    ∑ i, φ i x ^ 2 ≤ √(2 * N * (1 / 2 * ∫ y in a..b, ∑ i, φ' i y ^ 2)) := by
  have h : ∀ i, IsBoxOrbital a b (fun y => (φ i y : ℂ)) (fun y => (φ' i y : ℂ)) := fun i =>
    { cont := Complex.continuous_ofReal.comp_continuousOn (hc i)
      deriv := fun y hy => (hd i y hy).ofReal_comp
      cont_deriv := Complex.continuous_ofReal.comp_continuousOn (hc' i)
      left := by simp [ha i]
      right := by simp [hb i]
      normalised := by simpa using hn i }
  have key := density_le_sqrt (f := fun _ : Fin N => (1 : ℝ)) (fun _ => zero_le_one) h hx
  simpa [density, kineticEnergy] using key

/-- Particles confined to a box of length `b - a` satisfy `N ≤ 2 (b - a)² T`, with `N` the sum of
the occupation numbers and `T` the kinetic energy. -/
theorem confinement_bound {f : ι → ℝ} {φ φ' : ι → ℝ → ℂ} (hab : a < b) (hf : ∀ i, 0 ≤ f i)
    (h : ∀ i, IsBoxOrbital a b (φ i) (φ' i)) :
    ∑ i, f i ≤ 2 * (b - a) ^ 2 * kineticEnergy a b f φ' := by
  have hL : 0 < b - a := sub_pos.mpr hab
  have hN : ∫ x in a..b, density f φ x = ∑ i, f i := by
    have k : ∫ x in a..b, density f φ x = ∑ i, f i * ∫ x in a..b, ‖φ i x‖ ^ 2 :=
      integral_weighted_sum hab.le f (fun i x => ‖φ i x‖ ^ 2) (fun i => (h i).cont.norm.pow 2)
    rw [k]
    exact Finset.sum_congr rfl fun i _ => by rw [(h i).normalised, mul_one]
  have hcont : ContinuousOn (fun x => density f φ x) (Icc a b) :=
    continuousOn_finsetSum _ fun i _ => continuousOn_const.mul ((h i).cont.norm.pow 2)
  -- integrate the point-well bound over the box, with strength `1 / (b - a)`
  have m : ∫ x in a..b, (b - a)⁻¹ * density f φ x ≤
      ∫ _x in a..b, (kineticEnergy a b f φ' + ((b - a)⁻¹) ^ 2 / 2 * ∑ i, f i) :=
    intervalIntegral.integral_mono_on hab.le
      ((continuousOn_const.mul hcont).intervalIntegrable_of_Icc hab.le)
      (continuousOn_const.intervalIntegrable_of_Icc hab.le)
      (fun x hx => by
        have := point_well_energy_bound hf h (b - a)⁻¹ hx
        linarith)
  rw [intervalIntegral.integral_const_mul, hN, intervalIntegral.integral_const,
    smul_eq_mul] at m
  have m' := mul_le_mul_of_nonneg_left m hL.le
  have c : (b - a) * (b - a)⁻¹ = 1 := mul_inv_cancel₀ hL.ne'
  have e1 : (b - a) * ((b - a)⁻¹ * ∑ i, f i) = ∑ i, f i := by
    rw [← mul_assoc, c, one_mul]
  have e2 : (b - a) * ((b - a) * (kineticEnergy a b f φ' + ((b - a)⁻¹) ^ 2 / 2 * ∑ i, f i)) =
      (b - a) ^ 2 * kineticEnergy a b f φ' + ((b - a) * (b - a)⁻¹) ^ 2 / 2 * ∑ i, f i := by
    ring
  rw [e1, e2, c] at m'
  linarith

end

end DensityKineticBound
```

```lean
#print axioms DensityKineticBound.density_le_sqrt
-- 'DensityKineticBound.density_le_sqrt' depends on axioms: [propext, Classical.choice, Quot.sound]
#print axioms DensityKineticBound.real_density_le_sqrt
-- 'DensityKineticBound.real_density_le_sqrt' depends on axioms: [propext, Classical.choice, Quot.sound]
#print axioms DensityKineticBound.confinement_bound
-- 'DensityKineticBound.confinement_bound' depends on axioms: [propext, Classical.choice, Quot.sound]
```

## How the proof follows the derivation

**Exchanging sum and integral.** `integral_weighted_sum` moves the integral inside the finite sum over orbitals. Continuity on the closed interval supplies the integrability.

**The one-orbital inequality.** In `orbital_bound`, the real inner product `inner ℝ (φ y) (φ' y)` is $\mathrm{Re}(\overline{\varphi}\varphi')$. The steps `e1` and `e2` apply the fundamental theorem of calculus on $[a,x]$ and $[x,b]$, in a version that needs the derivative only in the interior. The step `p` expands the square $|s\varphi-\varphi'|^2$, and `m1` and `m2` integrate the resulting inequality with $s=t$ and $s=-t$. After the boundary values are inserted, `hsplit` joins the two intervals, `htot` evaluates the total using normalisation, and `linarith` adds the two inequalities.

**The point-well inequality.** In `point_well_energy_bound`, the step `s` multiplies each one-orbital inequality by its occupation and sums. This is where `0 ≤ f i` is used. The identities `e1` and `e2` recognise the two sides as $2g\,n(x)$ and $g^2N+2T$.

**The discriminant.** `density_le_sqrt` passes the quadratic in $g$ to `discrim_le_zero`, which also covers a vanishing leading coefficient, so $N=0$ needs no separate argument. From $n(x)^2\le2NT$, `Real.abs_le_sqrt` bounds $|n(x)|$, and $n(x)\le|n(x)|$ finishes the proof.

**Real orbitals.** `real_density_le_sqrt` regards each real orbital as a complex one, checks the fields of `IsBoxOrbital`, and applies the general theorem with all occupations equal to 1.

**The box estimate.** In `confinement_bound`, `hN` shows that the density integrates to $N$, and `m` integrates the point-well inequality with $g=1/(b-a)$. The remaining lines multiply by $b-a$, cancel the inverse lengths and collect the terms in $N$.
